# Redrawing a sector boundary changes a projector's three-sector Chern sum only by terms that involve outside sites

Take a finite sheet of a Chern insulator with non-interacting electrons, possibly disordered, so that no Bloch momentum is available. A real-space estimate of its Chern number starts from the one-particle projector $P$ onto the occupied states. One draws a disc in the bulk, cuts it into three sectors $A$, $B$, $C$ that meet at a point, and takes every triangle with one site in each sector. For each triangle one multiplies the three matrix elements of $P$ around it, subtracts the product in the reverse direction, and adds up the results. Multiplied by $12\pi i$, the sum approximates the Chern number if the bulk is gapped and the disc is large and far from the edge of the sheet, with a sign set by the orientation of the sectors. The cuts are arbitrary, which raises the question of how much the sum changes when a site is moved across one of them.

For disjoint sectors and $P^2=P$ the answer is an exact identity on any finite set of sites. If $D$ denotes the sites outside all three sectors, every term in the change contains a site of $D$.

## Sites, projector and the three-site term

The sites form a type `n`, and $P$ is a complex matrix indexed by it. An element of `n` may also stand for one orbital on an atom, provided that the orbitals are orthonormal. Neither a lattice geometry nor a Hamiltonian appears.

In Lean 4 with Mathlib:

```lean
import Mathlib

open Matrix

namespace RealSpaceChernSectors

noncomputable section

variable {n : Type*}
```

For three sites $j,k,l$ define
$$h_{jkl}=P_{jk}P_{kl}P_{lj}-P_{jl}P_{lk}P_{kj},$$
the product around the triangle in one direction minus the product in the other.

```lean
/-- The three-site term `h_jkl = P_jk P_kl P_lj - P_jl P_lk P_kj` of a matrix `P` on the sites. -/
def triple (P : Matrix n n ℂ) (j k l : n) : ℂ :=
  P j k * P k l * P l j - P j l * P l k * P k j
```

For sets of sites, let $h(A,B,C)=\sum_{j\in A}\sum_{k\in B}\sum_{l\in C}h_{jkl}$. The factor $12\pi i$ is left out. Sectors are of type `Finset n`, and the definition allows them to overlap or to be empty.

```lean
/-- The three-sector sum `h(A,B,C)`: the term `h_jkl` summed over `j ∈ A`, `k ∈ B`, `l ∈ C`. -/
def sectorSum (P : Matrix n n ℂ) (A B C : Finset n) : ℂ :=
  ∑ j ∈ A, ∑ k ∈ B, ∑ l ∈ C, triple P j k l
```

## Reversing the triangle

Exchanging two sites reverses the direction of travel. For example,
$$h_{kjl}=P_{kj}P_{jl}P_{lk}-P_{kl}P_{lj}P_{jk}=-h_{jkl},$$
and the other two exchanges work in the same way. This holds for every matrix, so after unfolding the definition `ring` suffices.

```lean
/-- The three-site term changes sign when any two of its sites are exchanged. -/
theorem triple_antisymm (P : Matrix n n ℂ) (j k l : n) :
    triple P k j l = -triple P j k l ∧ triple P j l k = -triple P j k l ∧
      triple P l k j = -triple P j k l := by
  refine ⟨?_, ?_, ?_⟩ <;> unfold triple <;> ring
```

If $P$ is Hermitian, $P_{jk}^*=P_{kj}$, and conjugating the first product gives $P_{kj}P_{lk}P_{jl}$, which is the second. Hence $h_{jkl}^*=-h_{jkl}$, and the real part vanishes. The proof establishes this conjugation rule first and then compares real parts.

```lean
/-- For a Hermitian matrix the three-site term is purely imaginary. -/
theorem triple_re_eq_zero {P : Matrix n n ℂ} (hH : P.IsHermitian) (j k l : n) :
    (triple P j k l).re = 0 := by
  have h : star (triple P j k l) = -triple P j k l := by
    simp only [triple, star_sub, star_mul', hH.apply]
    ring
  have h1 := congrArg Complex.re h
  rw [Complex.star_def, Complex.conj_re, Complex.neg_re] at h1
  linarith
```

## Idempotency removes a free index

Now let $P^2=P$, that is, $\sum_l P_{al}P_{lb}=P_{ab}$. Summing over the last site gives
$$\sum_l h_{jkl}=P_{jk}\sum_l P_{kl}P_{lj}-\Big(\sum_l P_{jl}P_{lk}\Big)P_{kj}=P_{jk}P_{kj}-P_{jk}P_{kj}=0.$$
The other two sums reduce to this one because $h$ is unchanged by a cyclic shift: $h_{xab}=h_{abx}$ and $h_{axb}=h_{bax}$. Hermiticity is not used. In the code, `e` is the entrywise form of $P^2=P$ and `key` is the displayed calculation.

```lean
/-- For an idempotent matrix the three-site term sums to zero over any one of its sites. -/
theorem triple_sum_eq_zero [Fintype n] {P : Matrix n n ℂ} (hP : P * P = P) (a b : n) :
    ∑ x, triple P x a b = 0 ∧ ∑ x, triple P a x b = 0 ∧ ∑ x, triple P a b x = 0 := by
  have e : ∀ a b, ∑ l, P a l * P l b = P a b := fun a b => by
    rw [← Matrix.mul_apply, hP]
  have key : ∀ j k, ∑ l, triple P j k l = 0 := fun j k => by
    calc ∑ l, triple P j k l
        = P j k * (∑ l, P k l * P l j) - (∑ l, P j l * P l k) * P k j := by
          simp only [triple, Finset.mul_sum, Finset.sum_mul, ← Finset.sum_sub_distrib]
          exact Finset.sum_congr rfl fun l _ => by ring
      _ = 0 := by simp only [e, sub_self]
  -- the other two sums follow by cyclic symmetry
  refine ⟨?_, ?_, key a b⟩
  · rw [← key a b]
    exact Finset.sum_congr rfl fun x _ => by unfold triple; ring
  · rw [← key b a]
    exact Finset.sum_congr rfl fun x _ => by unfold triple; ring
```

## From single sites to sectors

Relabelling the summation variables carries the antisymmetry over to sectors: $h(B,A,C)=-h(A,B,C)$ and $h(A,C,B)=-h(A,B,C)$. A sum with a repeated sector equals its own negative, so $h(S,S,C)=h(S,C,C)=0$.

```lean
/-- The three-sector sum changes sign when the first two or the last two sectors are exchanged. -/
theorem sectorSum_antisymm (P : Matrix n n ℂ) (A B C : Finset n) :
    sectorSum P B A C = -sectorSum P A B C ∧ sectorSum P A C B = -sectorSum P A B C := by
  constructor
  · unfold sectorSum
    rw [Finset.sum_comm]
    simp only [← Finset.sum_neg_distrib]
    exact Finset.sum_congr rfl fun j _ => Finset.sum_congr rfl fun k _ =>
      Finset.sum_congr rfl fun l _ => (triple_antisymm P j k l).1
  · unfold sectorSum
    simp only [← Finset.sum_neg_distrib]
    refine Finset.sum_congr rfl fun j _ => ?_
    rw [Finset.sum_comm]
    exact Finset.sum_congr rfl fun k _ => Finset.sum_congr rfl fun l _ =>
      (triple_antisymm P j k l).2.1
```

Let $A$, $B$, $C$ be disjoint, and let $D$, written `(A ∪ B ∪ C)ᶜ`, contain the remaining sites. The two hypotheses `hAB` and `hC` together express pairwise disjointness. For any set $S$, letting the middle index run over all sites gives zero, and splitting that range into the four regions gives
$$0=h(S,A,C)+h(S,B,C)+h(S,C,C)+h(S,D,C).$$
The third term vanishes, which leaves a balance among the other three. In the proof, `h0` is the vanishing total, `add` splits it, and `h1` removes the repeated sector.

```lean
variable [Fintype n] [DecidableEq n]

/-- For an idempotent matrix and disjoint `A`, `B`, `C` with remaining sites `D`, the sums
`h(S,A,C)`, `h(S,B,C)` and `h(S,D,C)` add up to zero for every set of sites `S`. -/
theorem sectorSum_balance {P : Matrix n n ℂ} (hP : P * P = P) {A B C : Finset n}
    (hAB : Disjoint A B) (hC : Disjoint (A ∪ B) C) (S : Finset n) :
    sectorSum P S A C + sectorSum P S B C + sectorSum P S (A ∪ B ∪ C)ᶜ C = 0 := by
  have add : ∀ X Y : Finset n, Disjoint X Y →
      sectorSum P S (X ∪ Y) C = sectorSum P S X C + sectorSum P S Y C := fun X Y h => by
    simp only [sectorSum, Finset.sum_union h, Finset.sum_add_distrib]
  have h0 : sectorSum P S Finset.univ C = 0 := by
    unfold sectorSum
    refine Finset.sum_eq_zero fun j _ => ?_
    rw [Finset.sum_comm]
    exact Finset.sum_eq_zero fun l _ => (triple_sum_eq_zero hP j l).2.1
  rw [← Finset.union_compl (A ∪ B ∪ C), add _ _ disjoint_compl_right, add _ _ hC,
    add _ _ hAB] at h0
  -- a repeated sector contributes nothing
  have h1 := (sectorSum_antisymm P S C C).2
  linear_combination h0 - h1 / 2
```

## The exact change

Move a set $S\subseteq A$ into $B$. Additivity in the first two arguments gives
$$\begin{aligned}
h(A\setminus S,B\cup S,C)-h(A,B,C)
&=h(A\setminus S,S,C)-h(S,B,C)\\
&=-h(S,A\setminus S,C)-h(S,B,C)\\
&=-h(S,A,C)-h(S,B,C)\\
&=h(S,D,C).
\end{aligned}$$
The second line uses antisymmetry, the third $h(S,S,C)=0$, and the last the balance. The equations `e1` to `e6` are these ingredients, and `linear_combination` adds them with the right signs. Since $S$ is a set, all orbitals of an atom can be moved together.

```lean
/-- For an idempotent matrix and disjoint sectors `A`, `B`, `C`, moving a set of sites `S` from `A`
to `B` changes the three-sector sum by exactly `h(S,D,C)`, where `D` is the set of sites outside
`A`, `B` and `C`. -/
theorem sectorSum_move {P : Matrix n n ℂ} (hP : P * P = P) {A B C S : Finset n}
    (hAB : Disjoint A B) (hC : Disjoint (A ∪ B) C) (hS : S ⊆ A) :
    sectorSum P (A \ S) (B ∪ S) C - sectorSum P A B C
      = sectorSum P S (A ∪ B ∪ C)ᶜ C := by
  have add : ∀ Z X Y : Finset n, Disjoint X Y →
      sectorSum P Z (X ∪ Y) C = sectorSum P Z X C + sectorSum P Z Y C := fun Z X Y h => by
    simp only [sectorSum, Finset.sum_union h, Finset.sum_add_distrib]
  -- split off the moved sites wherever they occur
  have e1 : sectorSum P A B C = sectorSum P (A \ S) B C + sectorSum P S B C := by
    unfold sectorSum
    exact (Finset.sum_sdiff hS).symm
  have e2 := add (A \ S) B S (hAB.symm.mono_right hS)
  have e3 := (sectorSum_antisymm P S (A \ S) C).1
  have e4 := add S (A \ S) S Finset.sdiff_disjoint
  rw [Finset.sdiff_union_of_subset hS] at e4
  have e5 := (sectorSum_antisymm P S S C).1
  have e6 := sectorSum_balance hP hAB hC S
  linear_combination e2 - e1 + e3 - e6 + e4 + e5 / 2
```

With $S=\{j\}$, the change is $\sum_{k\in D}\sum_{l\in C}h_{jkl}$.

```lean
/-- For an idempotent matrix and disjoint sectors `A`, `B`, `C`, moving one site `j` from `A` to `B`
changes the three-sector sum by `h_jkl` summed over `k` in the remaining region `D` and `l` in `C`.
-/
theorem sectorSum_move_site {P : Matrix n n ℂ} (hP : P * P = P) {A B C : Finset n} {j : n}
    (hAB : Disjoint A B) (hC : Disjoint (A ∪ B) C) (hj : j ∈ A) :
    sectorSum P (A \ {j}) (B ∪ {j}) C - sectorSum P A B C
      = ∑ k ∈ (A ∪ B ∪ C)ᶜ, ∑ l ∈ C, triple P j k l := by
  rw [sectorSum_move hP hAB hC (Finset.singleton_subset_iff.mpr hj)]
  simp only [sectorSum, Finset.sum_singleton]
```

## Three sectors that cover the sample

If $D$ is empty, setting $S=A$ in the balance leaves $h(A,A,C)+h(A,B,C)=0$. The first term vanishes, and therefore so does the second. A calculation whose three sectors use up the whole finite sample returns zero for every projector, topological or not, so some sites have to be left outside.

```lean
/-- For an idempotent matrix, if three disjoint sectors cover all sites, their three-sector sum
vanishes. -/
theorem sectorSum_eq_zero_of_cover {P : Matrix n n ℂ} (hP : P * P = P) {A B C : Finset n}
    (hAB : Disjoint A B) (hC : Disjoint (A ∪ B) C) (hD : A ∪ B ∪ C = Finset.univ) :
    sectorSum P A B C = 0 := by
  have h := sectorSum_balance hP hAB hC A
  have h0 : sectorSum P A (A ∪ B ∪ C)ᶜ C = 0 := by
    rw [hD, Finset.compl_univ]
    simp [sectorSum]
  have h1 := (sectorSum_antisymm P A A C).1
  linear_combination h - h0 - h1 / 2
```

The same substitution with $D$ nonempty gives a neighbouring identity, $h(A,B,C)=-h(A,D,C)=h(A,C,D)$: the outside region can take the place of $B$ at the cost of a sign.

## How large the change can be

For a Hermitian projector the diagonal entry is the squared norm of its row, $P_{kk}=\sum_l|P_{kl}|^2$. This sum contains $P_{kk}^2$, so $P_{kk}^2\le P_{kk}$ and hence $P_{kk}\le1$. Both products in $h_{jkl}$ have the same modulus, and $2xy\le x^2+y^2$ gives
$$|h_{jkl}|\le 2|P_{jk}||P_{kl}||P_{jl}|\le|P_{jk}|\big(|P_{kl}|^2+|P_{jl}|^2\big).$$
Summing over $l\in C$, and extending the sum to all sites, bounds the bracket by $2$. Therefore
$$|h(S,D,C)|\le\sum_{j\in S}\sum_{k\in D}2|P_{jk}|.$$
In the code, `row` is the bound on row norms and `term` the estimate for one triangle; the final `calc` performs the sum over $l$.

With short-range hopping and a bulk gap, $P_{jk}$ decays rapidly with distance when $j$ lies in the bulk, so moving a few sites deep inside the disc hardly affects the estimate. That decay is physical input, as is the approach of $12\pi i\,h$ to an integer; the theorems treat the finite sum for a given $P$. Where a cut reaches the rim of the disc, $S$ lies close to $D$ and the bound is weak, but there the factors $P_{kl}$ and $P_{lj}$ are small if $C$ is far away.

```lean
/-- For a Hermitian projector and disjoint sectors `A`, `B`, `C`, moving the sites `S` from `A` to
`B` changes the three-sector sum by at most twice the sum of `|P_jk|` over `j` in `S` and `k` in the
remaining region `D`. -/
theorem norm_sectorSum_move_le {P : Matrix n n ℂ} (hH : P.IsHermitian) (hP : P * P = P)
    {A B C S : Finset n} (hAB : Disjoint A B) (hC : Disjoint (A ∪ B) C) (hS : S ⊆ A) :
    ‖sectorSum P (A \ S) (B ∪ S) C - sectorSum P A B C‖
      ≤ ∑ j ∈ S, ∑ k ∈ (A ∪ B ∪ C)ᶜ, 2 * ‖P j k‖ := by
  have sym : ∀ a b, ‖P a b‖ = ‖P b a‖ := fun a b => by rw [← hH.apply a b, norm_star]
  -- each row of a projector has norm at most one
  have row : ∀ k, ∑ l, ‖P k l‖ ^ 2 ≤ 1 := fun k => by
    have e : ((∑ l, ‖P k l‖ ^ 2 : ℝ) : ℂ) = P k k := by
      have h := congrFun (congrFun hP k) k
      rw [Matrix.mul_apply] at h
      rw [← h, Complex.ofReal_sum]
      refine Finset.sum_congr rfl fun l _ => ?_
      rw [← hH.apply l k, Complex.star_def, Complex.mul_conj, Complex.normSq_eq_norm_sq]
    have h0 : 0 ≤ ∑ l, ‖P k l‖ ^ 2 := Finset.sum_nonneg fun l _ => sq_nonneg _
    have hn : ‖P k k‖ = ∑ l, ‖P k l‖ ^ 2 := by
      rw [← e, Complex.norm_real, Real.norm_of_nonneg h0]
    have hle : ‖P k k‖ ^ 2 ≤ ∑ l, ‖P k l‖ ^ 2 :=
      Finset.single_le_sum (f := fun l => ‖P k l‖ ^ 2) (fun l _ => sq_nonneg _)
        (Finset.mem_univ k)
    rw [← hn] at hle ⊢
    nlinarith
  have term : ∀ j k l, ‖triple P j k l‖ ≤ ‖P j k‖ * (‖P k l‖ ^ 2 + ‖P j l‖ ^ 2) :=
    fun j k l => by
    have h1 : ‖triple P j k l‖ ≤ ‖P j k * P k l * P l j‖ + ‖P j l * P l k * P k j‖ :=
      norm_sub_le _ _
    simp only [norm_mul] at h1
    rw [sym l j, sym l k, sym k j] at h1
    nlinarith [mul_nonneg (norm_nonneg (P j k)) (sq_nonneg (‖P k l‖ - ‖P j l‖))]
  rw [sectorSum_move hP hAB hC hS]
  unfold sectorSum
  refine norm_sum_le_of_le _ fun j _ => norm_sum_le_of_le _ fun k _ => ?_
  calc ‖∑ l ∈ C, triple P j k l‖
      ≤ ∑ l ∈ C, ‖P j k‖ * (‖P k l‖ ^ 2 + ‖P j l‖ ^ 2) :=
        norm_sum_le_of_le _ fun l _ => term j k l
    _ ≤ ∑ l, ‖P j k‖ * (‖P k l‖ ^ 2 + ‖P j l‖ ^ 2) :=
        Finset.sum_le_sum_of_subset_of_nonneg (Finset.subset_univ C)
          fun l _ _ => by positivity
    _ = ‖P j k‖ * (∑ l, ‖P k l‖ ^ 2 + ∑ l, ‖P j l‖ ^ 2) := by
        rw [← Finset.mul_sum, Finset.sum_add_distrib]
    _ ≤ 2 * ‖P j k‖ := by
        nlinarith [mul_le_mul_of_nonneg_left (add_le_add (row k) (row j)) (norm_nonneg (P j k))]
```

In a program, $P$ can be built from the occupied orthonormal eigenvectors, and the sector sum is a difference of two traces of products of rectangular blocks:
$$h(A,B,C)=\operatorname{Tr}(P_{AB}P_{BC}P_{CA})-\operatorname{Tr}(P_{AC}P_{CB}P_{BA}).$$
Moving one site $j$ from $A$ to $B$ and comparing the change with $h(\{j\},D,C)$ is a consistency check, which a correct program passes to rounding error. It does not detect sites assigned to the wrong sector, because the identity holds for any disjoint sets. With fractional thermal occupations $P^2\ne P$, and the comparison will in general fail.

## Four sites with a nonzero sum

A small example shows that the sum need not vanish when one site is left outside. The following matrix has diagonal entries $1/2$ and imaginary off-diagonal entries. Its trace is $2$, so as a projector it describes two occupied states on four sites.

```lean
/-- A matrix on four sites with diagonal entries `1/2` and imaginary off-diagonal entries. -/
def fourSite : Matrix (Fin 4) (Fin 4) ℂ :=
  !![1/2, -Complex.I/6, -Complex.I/3, -Complex.I/3;
     Complex.I/6, 1/2, -Complex.I/3, Complex.I/3;
     Complex.I/3, Complex.I/3, 1/2, -Complex.I/6;
     Complex.I/3, -Complex.I/3, Complex.I/6, 1/2]
```

With $A=\{0\}$, $B=\{1\}$, $C=\{2\}$ and $D=\{3\}$,
$$h_{012}=\Big(\!-\frac i6\Big)\Big(\!-\frac i3\Big)\frac i3-\Big(\!-\frac i3\Big)\frac i3\,\frac i6=-\frac{i}{54}-\frac{i}{54}=-\frac{i}{27}.$$
Multiplied by $12\pi i$ this is $4\pi/9$, which is not an integer; four sites have no bulk. Moving site $0$ into $B$ empties $A$ and brings the sum to zero, so the change is $i/27$, in agreement with $h_{032}=i/27$. The proof checks Hermiticity and $P^2=P$ entry by entry, then evaluates the triangle using $i^2=-1$.

```lean
/-- The four-site matrix is a Hermitian projector, and its three-sector sum over the single
sites 0, 1, 2 equals `-i/27`. -/
theorem fourSite_witness : fourSite.IsHermitian ∧ fourSite * fourSite = fourSite ∧
    sectorSum fourSite {0} {1} {2} = -Complex.I / 27 := by
  refine ⟨Matrix.IsHermitian.ext fun i j => ?_, ?_, ?_⟩
  · fin_cases i <;> fin_cases j <;> simp [fourSite]
  · ext i j
    fin_cases i <;> fin_cases j <;>
      simp [fourSite, Matrix.mul_apply, Fin.sum_univ_succ] <;>
      first
        | ring1
        | linear_combination (-1/4 : ℂ) * Complex.I_sq
  · simp only [sectorSum, Finset.sum_singleton, triple]
    change (-Complex.I/6) * (-Complex.I/3) * (Complex.I/3)
      - (-Complex.I/3) * (Complex.I/3) * (Complex.I/6) = -Complex.I / 27
    linear_combination (Complex.I / 27) * Complex.I_sq

end

end RealSpaceChernSectors
```

```lean
#print axioms RealSpaceChernSectors.triple_re_eq_zero
#print axioms RealSpaceChernSectors.sectorSum_move_site
#print axioms RealSpaceChernSectors.sectorSum_eq_zero_of_cover
#print axioms RealSpaceChernSectors.norm_sectorSum_move_le
```

```
'RealSpaceChernSectors.triple_re_eq_zero' depends on axioms: [propext, Classical.choice, Quot.sound]
'RealSpaceChernSectors.sectorSum_move_site' depends on axioms: [propext, Classical.choice, Quot.sound]
'RealSpaceChernSectors.sectorSum_eq_zero_of_cover' depends on axioms: [propext, Classical.choice, Quot.sound]
'RealSpaceChernSectors.norm_sectorSum_move_le' depends on axioms: [propext, Classical.choice, Quot.sound]
```
